# In a two-level model with one correlated orbital, projector-weighted constrained RPA removes at most a quarter of the polarization

Q: When I compute a Hubbard \(U\) by constrained RPA and the correlated bands are entangled with others, I can multiply each transition in the polarization by \(1-p_np_m\). Here \(p_n\) and \(p_m\) are the weights of the correlated subspace in the two states involved. The reduced polarization then screens the bare interaction. You say that for two levels this factor never falls below \(3/4\). What is the argument, before I look at any code?

A: Take a correlated orbital at energy \(d\), a second orbital at \(-d\), and a real hybridization \(t\):

\[
H=\begin{pmatrix} d & t\\ t & -d\end{pmatrix}.
\]

Let \(u=(u_0,u_1)\) be a real normalized eigenvector with energy \(E\), so that

\[
du_0+tu_1=Eu_0,\qquad tu_0-du_1=Eu_1 .
\]

Square both equations and add them. The cross terms on the left cancel, which leaves \((d^2+t^2)(u_0^2+u_1^2)=E^2(u_0^2+u_1^2)\), and hence \(E^2=d^2+t^2\). Next multiply the first equation by \(u_0\) and the second by \(u_1\), and subtract:

\[
d(u_0^2+u_1^2)=E(u_0^2-u_1^2),\qquad\text{so}\qquad d=E(2u_0^2-1).
\]

Let \(u\) and \(u'\) be two such eigenvectors with different energies \(a\) and \(b\). Both energies have the square \(d^2+t^2\), so \(b=-a\) and \(a\neq0\). The correlated weights are therefore

\[
u_0^2=\tfrac12\left(1+\frac da\right),\qquad u_0'^2=\tfrac12\left(1-\frac da\right),
\]

and their product is

\[
w=u_0^2u_0'^2=\frac{a^2-d^2}{4a^2}=\frac{t^2}{4(d^2+t^2)} .
\]

For \(t\neq0\) this gives \(0<w\le\frac14\), with equality on the right exactly when \(d=0\).

Q: And the interaction?

A: Let \(v>0\) be the bare interaction and \(x>0\) the magnitude of the full static polarization. The function \(v/(1+vP)\) decreases strictly for \(P\ge0\), and \(\frac34x\le(1-w)x<x\). Therefore

\[
\frac{v}{1+vx}<\frac{v}{1+v(1-w)x}\le\frac{v}{1+\frac34vx}.
\]

The left end is the fully screened interaction.

Q: That much I accept. My doubt is whether the formal version speaks about the same objects. Where is the Hamiltonian?

A: It is an explicit real matrix.

```lean
import Mathlib

open Matrix

namespace ProjectorWeightedCRPA

noncomputable section

/-- The two-level Hamiltonian with on-site energies `d` and `-d` and hybridization `t`;
the first basis state is the correlated orbital. -/
def hamiltonian (d t : ℝ) : Matrix (Fin 2) (Fin 2) ℝ := !![d, t; t, -d]
```

Lean counts the two basis states from 0, so `u 0` is the amplitude on the correlated orbital. The mean on-site energy is set to zero. A common shift of both levels would change the energies but not the eigenvectors.

Q: An eigenvector routine may return any sign or scale. What stops an unnormalized vector from spoiling the weights?

A: Normalization is part of the definition of an orbital.

```lean
/-- `u` is a normalized eigenvector of the two-level Hamiltonian with energy `E`. -/
structure IsOrbital (d t E : ℝ) (u : Fin 2 → ℝ) : Prop where
  eigen : hamiltonian d t *ᵥ u = E • u
  unit : u ⬝ᵥ u = 1
```

The field `eigen` is \(Hu=Eu\), and `unit` is \(u\cdot u=1\). The sign of \(u\) remains free, but only squares enter the weights.

Q: The RPA polarization is usually negative. Which sign did you choose?

A: The code uses its magnitude.

```lean
/-- The static interaction `v` screened by a polarization of magnitude `P`. -/
def screened (v P : ℝ) : ℝ := v / (1 + v * P)
```

With a negative static polarization \(\Pi=-P\), the familiar scalar expression \(v/(1-v\Pi)\) becomes `screened v P`. This is a single interaction channel, whereas a production calculation has matrices here. The number \(x\) is also an input: the theorems do not derive it from the level splitting, the occupations or the transition matrix elements. It stands for whatever full polarization the calculation supplies.

Q: Is there a definition of weight for states that are not two-component real vectors?

A: Yes, for a complex inner product space of any dimension.

```lean
/-- The weight of the correlated orbital `φ` in the state `ψ`. -/
def orbitalWeight {E : Type*} [NormedAddCommGroup E] [InnerProductSpace ℂ E]
    (φ ψ : E) : ℝ := ‖inner ℂ ψ φ‖ ^ 2
```

This is \(|\langle\psi|\varphi\rangle|^2\). It serves as a probability weight when both states are normalized, and the theorems that use it assume so.

Q: Now show me that the proof follows your derivation and does not rely on some stronger assumption.

A: The first lemma contains the two identities for one eigenvector.

```lean
/-- The squared energy of an eigenstate is `d² + t²`, and its energy times the difference
between its two orbital weights is `d`. -/
theorem energy_and_polarity {d t E : ℝ} {u : Fin 2 → ℝ} (h : IsOrbital d t E u) :
    E ^ 2 = d ^ 2 + t ^ 2 ∧ E * (2 * u 0 ^ 2 - 1) = d := by
  have e1 := congrFun h.eigen 0
  have e2 := congrFun h.eigen 1
  have n := h.unit
  simp [hamiltonian, Matrix.mulVec, dotProduct, Fin.sum_univ_two] at e1 e2 n
  constructor
  · -- compare the squared lengths of `H u` and `E u`
    linear_combination -(d * u 0 + t * u 1 + E * u 0) * e1
      - (t * u 0 - d * u 1 + E * u 1) * e2 + (d ^ 2 + t ^ 2 - E ^ 2) * n
  · linear_combination -(u 0) * e1 + u 1 * e2 + (d + E) * n
```

The equations `e1` and `e2` are the two rows of \(Hu=Eu\), and `n` is the normalization. Each `linear_combination` lists the multipliers that turn these equations into the claim. In the first, the multipliers produce the difference of the squared lengths of \(Hu\) and \(Eu\). In the second, they are the factors \(u_0\) and \(u_1\) from the subtraction above, with the normalization used to tidy up.

Q: You then need two eigenvectors. Do you assume that they are orthogonal?

A: No. The assumption is `hab`, that their energies differ.

```lean
/-- The product of the correlated-orbital weights of two eigenstates with different energies
is `t² / (4 (d² + t²))`. -/
theorem weight_product {d t a b : ℝ} {u u' : Fin 2 → ℝ}
    (hu : IsOrbital d t a u) (hu' : IsOrbital d t b u') (hab : a ≠ b) :
    u 0 ^ 2 * u' 0 ^ 2 = t ^ 2 / (4 * (d ^ 2 + t ^ 2)) := by
  obtain ⟨ha, h1⟩ := energy_and_polarity hu
  obtain ⟨hb, h2⟩ := energy_and_polarity hu'
  -- the two energies are opposite
  have hba : b = -a := by
    have h : (a - b) * (a + b) = 0 := by linear_combination ha - hb
    rcases mul_eq_zero.1 h with h | h
    · exact absurd (sub_eq_zero.1 h) hab
    · linarith
  have ha0 : a ≠ 0 := by
    intro h0
    apply hab
    linarith
  rw [hba] at h2
  rw [← ha, eq_div_iff (by positivity)]
  linear_combination 2 * a * u' 0 ^ 2 * h1 - (a + d) * h2 + ha
```

The proof factors \(a^2-b^2\) as \((a-b)(a+b)\), discards the first factor because the energies differ, and obtains \(b=-a\). The last line combines the two relations between energy and weight, which is the multiplication done by hand. This theorem does not need \(t\neq0\): for \(t=0\) and \(d\neq0\) the orbitals are unmixed and the product is zero. The case \(d=t=0\) is excluded, since its two energies coincide.

Q: What about the screening inequality?

A: Its monotonicity is a separate lemma, and the main theorem follows from it.

```lean
/-- A larger polarization gives a strictly smaller screened repulsion. -/
theorem screened_lt {v P Q : ℝ} (hv : 0 < v) (hP : 0 ≤ P) (h : P < Q) :
    screened v Q < screened v P := by
  unfold screened
  have hpos : 0 < 1 + v * P := by positivity
  exact div_lt_div_of_pos_left hv hpos (by nlinarith [mul_pos hv (sub_pos.2 h)])

/-- In the two-level model with `t ≠ 0` and positive `v` and `x`, the product of weights has its
closed form, and the projector-weighted interaction lies strictly above the fully screened one and
at most at the one screened by three quarters of the polarization. -/
theorem projector_weighted_interaction {d t a b v x : ℝ} {u u' : Fin 2 → ℝ}
    (hu : IsOrbital d t a u) (hu' : IsOrbital d t b u') (hab : a ≠ b)
    (ht : t ≠ 0) (hv : 0 < v) (hx : 0 < x) :
    u 0 ^ 2 * u' 0 ^ 2 = t ^ 2 / (4 * (d ^ 2 + t ^ 2)) ∧
    screened v x < screened v ((1 - u 0 ^ 2 * u' 0 ^ 2) * x) ∧
    screened v ((1 - u 0 ^ 2 * u' 0 ^ 2) * x) ≤ screened v (3 / 4 * x) := by
  have hw := weight_product hu hu' hab
  refine ⟨hw, ?_⟩
  have hpos : 0 < u 0 ^ 2 * u' 0 ^ 2 := by rw [hw]; positivity
  have hle : u 0 ^ 2 * u' 0 ^ 2 ≤ 1 / 4 := by
    rw [hw, div_le_iff₀ (by positivity)]
    nlinarith [sq_nonneg d]
  generalize u 0 ^ 2 * u' 0 ^ 2 = w at hpos hle
  constructor
  · exact screened_lt hv (mul_nonneg (by linarith) hx.le) (by nlinarith [mul_pos hpos hx])
  · rcases hle.eq_or_lt with h | h
    · rw [h]
      norm_num
    · exact (screened_lt hv (by positivity)
        (by nlinarith [mul_pos (sub_pos.2 h) hx])).le
```

In words: for two normalized eigenvectors with different energies, nonzero hybridization, and positive \(v\) and \(x\), the weight product has the closed form, the weighted interaction exceeds the fully screened one, and it is at most the interaction screened by \(\frac34x\). The facts `hpos` and `hle` are \(0<w\) and \(w\le\frac14\). After that the proof forgets where \(w\) came from and compares polarizations. Equality \(w=\frac14\) is treated separately, because the monotonicity lemma is strict.

Q: Is \(\frac34\) merely a safe estimate?

A: No, it is reached when the two on-site energies are equal.

```lean
/-- For `t ≠ 0` and positive `v` and `x`, the upper bound on the projector-weighted interaction is
attained exactly when the two on-site energies coincide. -/
theorem upper_bound_attained_iff {d t a b v x : ℝ} {u u' : Fin 2 → ℝ}
    (hu : IsOrbital d t a u) (hu' : IsOrbital d t b u') (hab : a ≠ b)
    (ht : t ≠ 0) (hv : 0 < v) (hx : 0 < x) :
    screened v ((1 - u 0 ^ 2 * u' 0 ^ 2) * x) = screened v (3 / 4 * x) ↔ d = 0 := by
  have hw := weight_product hu hu' hab
  constructor
  · intro h
    by_contra hd
    have hd2 : 0 < d ^ 2 := by positivity
    have hlt : u 0 ^ 2 * u' 0 ^ 2 < 1 / 4 := by
      rw [hw, div_lt_iff₀ (by positivity)]
      linarith
    exact (screened_lt hv (by positivity)
      (by nlinarith [mul_pos (sub_pos.2 hlt) hx])).ne h
  · intro hd
    have hq : u 0 ^ 2 * u' 0 ^ 2 = 1 / 4 := by
      rw [hw, hd, div_eq_iff (by positivity)]
      ring
    rw [hq]
    norm_num
```

If \(d\neq0\), then \(w<\frac14\) and strict monotonicity rules out equality. If \(d=0\), the closed form gives \(w=\frac14\). At that point each eigenstate carries half of the correlated orbital, so the weighting removes as much polarization as it can in this model.

Q: Two levels are a special case. With a hundred states I would expect the factor to go lower.

A: Not with a single correlated orbital \(\varphi\) for the whole set of states. Let \(p\) and \(q\) be its weights in two different orthonormal states. The weights of a normalized vector in an orthonormal set add up to at most one, so \(p+q\le1\), and

\[
pq=\frac{(p+q)^2-(p-q)^2}{4}\le\frac14 .
\]

```lean
/-- For any orthonormal family of states, the weights of one normalized correlated orbital in
two different states have a product of at most one quarter. -/
theorem weight_product_le {E ι : Type*} [NormedAddCommGroup E] [InnerProductSpace ℂ E]
    {φ : E} {ψ : ι → E} (hφ : ‖φ‖ = 1) (hψ : Orthonormal ℂ ψ) {i j : ι} (hij : i ≠ j) :
    orbitalWeight φ (ψ i) * orbitalWeight φ (ψ j) ≤ 1 / 4 := by
  classical
  -- Bessel's inequality for the two states
  have h : ∑ k ∈ ({i, j} : Finset ι), ‖inner ℂ (ψ k) φ‖ ^ 2 ≤ ‖φ‖ ^ 2 :=
    hψ.sum_inner_products_le φ
  rw [Finset.sum_pair hij, hφ] at h
  unfold orbitalWeight
  have hi := sq_nonneg ‖inner ℂ (ψ i) φ‖
  have hj := sq_nonneg ‖inner ℂ (ψ j) φ‖
  generalize ‖inner ℂ (ψ i) φ‖ ^ 2 = p at *
  generalize ‖inner ℂ (ψ j) φ‖ ^ 2 = q at *
  nlinarith [sq_nonneg (p - q)]
```

Bessel's inequality, applied to the pair \(\{i,j\}\), supplies \(p+q\le1\). The final `nlinarith` receives \((p-q)^2\ge0\) and completes the algebra. The states need not be eigenstates of any particular Hamiltonian.

Q: But a real polarization sums over many transitions, each with its own factor.

A: Let transition \(k\) contribute \(x_k\ge0\) and have weight product \(w_k\). Then \(\frac34x_k\le(1-w_k)x_k\le x_k\), and these inequalities can be summed before the screening is applied.

```lean
/-- For one normalized correlated orbital, a bare interaction `v > 0` and any finite set of
transitions between different orthonormal states, with nonnegative polarizations `x`, the
projector-weighted interaction lies between those screened by the full polarization and by three
quarters of it. -/
theorem many_transition_bounds {E ι : Type*} [NormedAddCommGroup E] [InnerProductSpace ℂ E]
    {φ : E} {ψ : ι → E} (hφ : ‖φ‖ = 1) (hψ : Orthonormal ℂ ψ)
    (s : Finset (ι × ι)) (hs : ∀ k ∈ s, k.1 ≠ k.2)
    (x : ι × ι → ℝ) (hx : ∀ k ∈ s, 0 ≤ x k) {v : ℝ} (hv : 0 < v) :
    let rest := ∑ k ∈ s, (1 - orbitalWeight φ (ψ k.1) * orbitalWeight φ (ψ k.2)) * x k
    screened v (∑ k ∈ s, x k) ≤ screened v rest ∧
      screened v rest ≤ screened v (3 / 4 * ∑ k ∈ s, x k) := by
  intro rest
  have h0 : 0 ≤ ∑ k ∈ s, x k := Finset.sum_nonneg hx
  have hup : rest ≤ ∑ k ∈ s, x k := by
    apply Finset.sum_le_sum
    intro k hk
    have hw : 0 ≤ orbitalWeight φ (ψ k.1) * orbitalWeight φ (ψ k.2) :=
      mul_nonneg (sq_nonneg _) (sq_nonneg _)
    nlinarith [mul_nonneg hw (hx k hk)]
  have hlo : 3 / 4 * ∑ k ∈ s, x k ≤ rest := by
    rw [Finset.mul_sum]
    apply Finset.sum_le_sum
    intro k hk
    have hw := weight_product_le hφ hψ (hs k hk)
    exact mul_le_mul_of_nonneg_right (by linarith) (hx k hk)
  -- screening is monotone, including the case of equal polarizations
  have mono : ∀ P Q : ℝ, 0 ≤ P → P ≤ Q → screened v Q ≤ screened v P := by
    intro P Q hP hPQ
    rcases hPQ.eq_or_lt with h | h
    · rw [h]
    · exact (screened_lt hv hP h).le
  exact ⟨mono _ _ (by linarith) hup, mono _ _ (by linarith) hlo⟩
```

Here `s` is a finite set of ordered pairs of state labels, and `hs` requires the two labels in each pair to differ. The quantity `rest` is the weighted polarization. The lines `hup` and `hlo` are the two summed inequalities, and `mono` extends the monotonicity lemma to equal polarizations. Both bounds are non-strict, as they must be: the set may be empty, or every weight product may vanish.

Q: I run crystals with five \(d\) orbitals. May I quote the factor \(\frac34\) there?

A: No. With several correlated orbitals, the weight of a state is a sum over them, and two different states can both lie entirely in the correlated subspace. Their factor is then \(1-1\cdot1=0\), and the transition is removed altogether, which is what one wants from constrained RPA for an isolated correlated band group.

A crystal needs care even with one orbital per cell. The projector then contains one Bloch sum for each wave vector, so a transition between different wave vectors involves two different correlated states, and both weights can equal one. The theorem fits one orbital in a finite system, such as an impurity level in a cluster, or transitions at one fixed wave vector with one correlated Bloch state.

Q: Then what does it tell me about a \(U\) from such a calculation?

A: In the scalar, static model with one correlated orbital, projector weighting raises the interaction by less than a third of its fully screened value. Dividing the upper bound by the lower one gives

\[
\frac{1+vx}{1+\frac34vx}<\frac43 .
\]

In that setting, a \(U\) close to the fully screened interaction therefore need not signal a faulty projector.

Q: Where would I see this in a program?

A: In the loop that builds the static polarization. For each state \(n\), the program computes \(p_n=\sum_\alpha|\langle\varphi_\alpha|\psi_n\rangle|^2\) over the correlated orbitals \(\varphi_\alpha\). For each transition between an occupied state \(n\) and an empty state \(n'\), it multiplies the usual contribution by \(1-p_np_{n'}\) and adds the result to the rest polarization \(\Pi_r\). It then solves \((1-v\Pi_r)W_r=v\) for the partially screened interaction \(W_r\), with matrices in place of the scalars used here, and takes \(U\) from the matrix elements of \(W_r\) in the correlated orbitals. For a finite system with one orthonormal set of states and one normalized correlated orbital, printing the smallest factor is a cheap diagnostic: a value below \(0.75\), beyond rounding, points to a normalization or overlap error.

Q: Can you give me numbers to put through that loop, and assure me that your definition of an orbital is not empty?

A: Take \(d=7\) and \(t=24\), for which the energies are \(\pm25\) and the eigenvectors are rational.

```lean
/-- For `d = 7` and `t = 24`, the vectors `(4/5, 3/5)` and `(-3/5, 4/5)` are normalized
eigenvectors with energies `25` and `-25`. -/
theorem isOrbital_witness :
    IsOrbital 7 24 25 ![4 / 5, 3 / 5] ∧ IsOrbital 7 24 (-25) ![-3 / 5, 4 / 5] := by
  refine ⟨⟨?_, ?_⟩, ⟨?_, ?_⟩⟩
  · ext i
    fin_cases i <;> norm_num [hamiltonian, Matrix.mulVec, dotProduct, Fin.sum_univ_two]
  · norm_num [dotProduct, Fin.sum_univ_two]
  · ext i
    fin_cases i <;> norm_num [hamiltonian, Matrix.mulVec, dotProduct, Fin.sum_univ_two]
  · norm_num [dotProduct, Fin.sum_univ_two]

end

end ProjectorWeightedCRPA
```

The proof checks each row of the eigenvalue equation and each normalization by arithmetic. The correlated weights are \(16/25\) and \(9/25\), so \(w=144/625=0.2304\). The closed form gives the same value, \(576/(4\cdot625)\), and the transition should be multiplied by \(0.7696\).

```lean
#print axioms ProjectorWeightedCRPA.projector_weighted_interaction
-- 'ProjectorWeightedCRPA.projector_weighted_interaction' depends on axioms: [propext, Classical.choice, Quot.sound]
#print axioms ProjectorWeightedCRPA.upper_bound_attained_iff
-- 'ProjectorWeightedCRPA.upper_bound_attained_iff' depends on axioms: [propext, Classical.choice, Quot.sound]
#print axioms ProjectorWeightedCRPA.many_transition_bounds
-- 'ProjectorWeightedCRPA.many_transition_bounds' depends on axioms: [propext, Classical.choice, Quot.sound]
```
